# Copper self-energy of the non-interacting Emery model, and its linear response to oxygen–oxygen hopping

The Emery model describes a copper–oxygen plane by one copper orbital $d$ and two oxygen orbitals $p_x,p_y$ per unit cell. The copper self-energy is defined here by Löwdin partitioning of the full three-orbital matrix. All its ingredients are read off from one matrix $H$: the copper–oxygen couplings and the $2\times2$ oxygen block $H_O$. At an energy $E$ that is not an eigenvalue of $H_O$,

$$\Sigma(E)=\sum_{i,j\in\{p_x,p_y\}}H_{dj}\,\big[(E-H_O)^{-1}\big]_{ji}\,H_{id}.$$

Everything is over the real numbers, which presupposes Bloch orbitals with phases chosen to make $H$ real.

```lean
import Mathlib

open Matrix Topology

namespace EmeryDownfolding

noncomputable section
```

## The three-band matrix

Let $k_x,k_y$ be the wave-vector components in units of the inverse lattice constant, and write $s_x=\sin(k_x/2)$, $s_y=\sin(k_y/2)$. The copper–oxygen hopping is $t$ and the oxygen–oxygen hopping is $t_{pp}$. The latter enters through

$$u=4t_{pp}s_xs_y .$$

```lean
/-- The oxygen-oxygen matrix element `u = 4 tpp sin(kx/2) sin(ky/2)`. -/
def oxygenHop (tpp kx ky : ℝ) : ℝ :=
  4 * tpp * Real.sin (kx / 2) * Real.sin (ky / 2)
```

With the copper $d$ level at zero and both oxygen levels at $-D$, the matrix in the basis $d,p_x,p_y$ is

$$H=\begin{pmatrix}0&2ts_x&2ts_y\\2ts_x&-D&u\\2ts_y&u&-D\end{pmatrix}.$$

The parameter $D$ is the charge-transfer splitting; $D>0$ puts oxygen below copper. The model has one spin species and no Coulomb repulsion, and its hopping signs are fixed by this matrix.

```lean
/-- The three-band Emery matrix in the basis Cu d, O px, O py, with the copper level at zero
and the oxygen levels at `-D`. -/
def emery (t tpp D kx ky : ℝ) : Matrix (Fin 3) (Fin 3) ℝ :=
  !![0, 2 * t * Real.sin (kx / 2), 2 * t * Real.sin (ky / 2);
     2 * t * Real.sin (kx / 2), -D, oxygenHop tpp kx ky;
     2 * t * Real.sin (ky / 2), oxygenHop tpp kx ky, -D]
```

## Eliminating the oxygen orbitals

Lean numbers the orbitals 0, 1, 2. The map `Fin.succ` sends the block indices 0, 1 to the oxygen orbitals 1, 2, so `oxygenBlock` removes the copper row and column.

```lean
/-- The block of a three-orbital Hamiltonian that acts on the last two orbitals. -/
def oxygenBlock (H : Matrix (Fin 3) (Fin 3) ℝ) : Matrix (Fin 2) (Fin 2) ℝ :=
  H.submatrix Fin.succ Fin.succ
```

In `selfEnergy`, the row `H 0 j.succ` and the column `H i.succ 0` are the couplings, and the matrix inverse between them is the oxygen resolvent. Lean assigns the value zero to the inverse of a singular matrix, so the definition has its physical meaning only where $E-H_O$ is invertible.

```lean
/-- The Löwdin self-energy of the first orbital at energy `E`: hop out, propagate in the other two
orbitals, hop back. The value is meaningful only if `E - oxygenBlock H` is invertible; otherwise it
is 0 by Lean's convention for the inverse. -/
def selfEnergy (H : Matrix (Fin 3) (Fin 3) ℝ) (E : ℝ) : ℝ :=
  (fun j : Fin 2 => H 0 j.succ) ⬝ᵥ
    ((E • (1 : Matrix (Fin 2) (Fin 2) ℝ) - oxygenBlock H)⁻¹ *ᵥ fun i : Fin 2 => H i.succ 0)
```

Put $W=E+D$. Subtracting the oxygen block from the energy gives

$$E-H_O=\begin{pmatrix}W&-u\\-u&W\end{pmatrix},$$

which is checked entry by entry.

```lean
/-- The energy minus the oxygen block has `E + D` on the diagonal and `-u` off the diagonal. -/
theorem energy_sub_oxygenBlock (t tpp D kx ky E : ℝ) :
    E • (1 : Matrix (Fin 2) (Fin 2) ℝ) - oxygenBlock (emery t tpp D kx ky) =
      !![E + D, -oxygenHop tpp kx ky; -oxygenHop tpp kx ky, E + D] := by
  ext i j
  fin_cases i <;> fin_cases j <;> simp [oxygenBlock, emery]
```

The determinant is $W^2-u^2$. If it is nonzero, the adjugate gives

$$(E-H_O)^{-1}=\frac{1}{W^2-u^2}\begin{pmatrix}W&u\\u&W\end{pmatrix}.$$

Contracting with $(2ts_x,2ts_y)$ on both sides yields

$$\Sigma(E)=\frac{4t^2\left[W(s_x^2+s_y^2)+2us_xs_y\right]}{W^2-u^2}.$$

The theorem concludes both that the oxygen matrix is invertible (`IsUnit`) and that this formula holds. Its hypothesis `hW` says that $E$ is not a level $-D\pm u$ of the isolated oxygen block. The proof follows the same route: determinant, adjugate, contraction.

```lean
/-- If `(E + D)² ≠ u²`, the oxygen block can be eliminated at energy `E`, and the copper
self-energy is `4t² (W (sx² + sy²) + 2 u sx sy) / (W² - u²)` with `W = E + D`,
`sx = sin(kx/2)` and `sy = sin(ky/2)`. -/
theorem selfEnergy_emery (t tpp D kx ky E : ℝ)
    (hW : (E + D) ^ 2 ≠ oxygenHop tpp kx ky ^ 2) :
    IsUnit (E • (1 : Matrix (Fin 2) (Fin 2) ℝ) - oxygenBlock (emery t tpp D kx ky)) ∧
    selfEnergy (emery t tpp D kx ky) E =
      4 * t ^ 2 * ((E + D) * (Real.sin (kx / 2) ^ 2 + Real.sin (ky / 2) ^ 2)
        + 2 * oxygenHop tpp kx ky * Real.sin (kx / 2) * Real.sin (ky / 2))
        / ((E + D) ^ 2 - oxygenHop tpp kx ky ^ 2) := by
  constructor
  · rw [Matrix.isUnit_iff_isUnit_det, isUnit_iff_ne_zero, energy_sub_oxygenBlock,
      Matrix.det_fin_two_of]
    intro h0
    apply hW
    linear_combination h0
  · unfold selfEnergy
    -- invert the 2×2 oxygen matrix by its adjugate
    rw [energy_sub_oxygenBlock, Matrix.inv_def, Matrix.det_fin_two_of,
      Matrix.adjugate_fin_two_of, Ring.inverse_eq_inv', neg_neg,
      show (E + D) * (E + D) - -oxygenHop tpp kx ky * -oxygenHop tpp kx ky
        = (E + D) ^ 2 - oxygenHop tpp kx ky ^ 2 by ring,
      Matrix.smul_mulVec, dotProduct_smul, smul_eq_mul, div_eq_inv_mul]
    congr 1
    -- contract with the copper-oxygen couplings
    simp [emery, dotProduct, Matrix.mulVec, Fin.sum_univ_two]
    ring
```

## Band energies from a one-orbital equation

Expanding the $3\times3$ determinant gives

$$\det(E-H)=E(W^2-u^2)-4t^2\left[W(s_x^2+s_y^2)+2us_xs_y\right].$$

By the closed form, the subtracted term is $(W^2-u^2)\Sigma(E)$, and therefore

$$\det(E-H)=(W^2-u^2)\,(E-\Sigma(E)).$$

In Lean, `hdet` is the expansion and `hm` is the closed form multiplied by its denominator; `linear_combination` adds the two.

```lean
/-- If `(E + D)² ≠ u²`, the secular determinant of the three-band model is the oxygen
determinant `(E + D)² - u²` times `E - Σ(E)`, with `Σ` the copper self-energy. -/
theorem det_emery (t tpp D kx ky E : ℝ)
    (hW : (E + D) ^ 2 ≠ oxygenHop tpp kx ky ^ 2) :
    (E • (1 : Matrix (Fin 3) (Fin 3) ℝ) - emery t tpp D kx ky).det =
      ((E + D) ^ 2 - oxygenHop tpp kx ky ^ 2)
        * (E - selfEnergy (emery t tpp D kx ky) E) := by
  have hdet : (E • (1 : Matrix (Fin 3) (Fin 3) ℝ) - emery t tpp D kx ky).det =
      E * ((E + D) ^ 2 - oxygenHop tpp kx ky ^ 2)
      - 4 * t ^ 2 * ((E + D) * (Real.sin (kx / 2) ^ 2 + Real.sin (ky / 2) ^ 2)
        + 2 * oxygenHop tpp kx ky * Real.sin (kx / 2) * Real.sin (ky / 2)) := by
    rw [Matrix.det_fin_three]
    simp [emery]
    ring
  have hm := (eq_div_iff (sub_ne_zero.mpr hW)).mp (selfEnergy_emery t tpp D kx ky E hW).2
  linear_combination hdet + hm
```

A nonzero $\psi$ with $H\psi=E\psi$ exists exactly when $\det(E-H)=0$. Since $W^2-u^2\neq0$, this means $E=\Sigma(E)$. For this non-interacting model, downfolding to copper thus reproduces every band energy away from the isolated oxygen levels, provided that the energy dependence of $\Sigma$ is kept.

The zone centre shows what the restriction removes. There $s_x=s_y=0$, so $u=0$ and $\Sigma(E)=0$ for $E\neq-D$. If $D\neq0$, the one-orbital equation returns the copper level $E=0$, while the two decoupled oxygen states at $E=-D$ lie at the excluded energy.

```lean
/-- Downfolding is exact: if `(E + D)² ≠ u²`, then `E` is a band energy of the three-band model
if and only if it solves the one-orbital equation `E = Σ(E)`. -/
theorem band_energy_iff (t tpp D kx ky E : ℝ)
    (hW : (E + D) ^ 2 ≠ oxygenHop tpp kx ky ^ 2) :
    (∃ ψ : Fin 3 → ℝ, ψ ≠ 0 ∧ emery t tpp D kx ky *ᵥ ψ = E • ψ) ↔
      E = selfEnergy (emery t tpp D kx ky) E := by
  have h1 : ∀ ψ : Fin 3 → ℝ, emery t tpp D kx ky *ᵥ ψ = E • ψ ↔
      (E • (1 : Matrix (Fin 3) (Fin 3) ℝ) - emery t tpp D kx ky) *ᵥ ψ = 0 := by
    intro ψ
    rw [Matrix.sub_mulVec, Matrix.smul_mulVec, Matrix.one_mulVec, sub_eq_zero]
    exact eq_comm
  simp only [h1]
  rw [Matrix.exists_mulVec_eq_zero_iff, det_emery t tpp D kx ky E hW, mul_eq_zero,
    or_iff_right (sub_ne_zero.mpr hW), sub_eq_zero]
```

## From half-angles to cosines

The double-angle formula $\cos k=2\cos^2(k/2)-1$, together with $\sin^2(k/2)+\cos^2(k/2)=1$, gives $1-\cos k=2\sin^2(k/2)$.

```lean
/-- The half-angle identity `1 - cos k = 2 sin²(k/2)`. -/
theorem one_sub_cos (k : ℝ) : 1 - Real.cos k = 2 * Real.sin (k / 2) ^ 2 := by
  have h := Real.cos_two_mul (k / 2)
  rw [show 2 * (k / 2) = k by ring] at h
  linarith [Real.sin_sq_add_cos_sq (k / 2)]
```

Consequently $s_x^2+s_y^2=\tfrac12(2-\cos k_x-\cos k_y)$ and $4s_x^2s_y^2=(1-\cos k_x)(1-\cos k_y)$. Inserting $u=4t_{pp}s_xs_y$ into the closed form and multiplying by the denominator gives

$$\begin{aligned}
&\Sigma(E)\left[W^2-4t_{pp}^2(1-\cos k_x)(1-\cos k_y)\right]\\
&\quad=2t^2\left[W(2-\cos k_x-\cos k_y)+4t_{pp}(1-\cos k_x)(1-\cos k_y)\right].
\end{aligned}$$

The half-angle sines have now disappeared. The Lean proof uses the same identity in the other direction: it writes the cosines in terms of the half-angle sines and compares with the closed form.

```lean
/-- If `(E + D)² ≠ u²`, the self-energy, cleared of its denominator, depends on the wave vector
only through `cos kx` and `cos ky`. -/
theorem selfEnergy_cos (t tpp D kx ky E : ℝ)
    (hW : (E + D) ^ 2 ≠ oxygenHop tpp kx ky ^ 2) :
    selfEnergy (emery t tpp D kx ky) E
        * ((E + D) ^ 2 - 4 * tpp ^ 2 * (1 - Real.cos kx) * (1 - Real.cos ky)) =
      2 * t ^ 2 * ((E + D) * (2 - Real.cos kx - Real.cos ky)
        + 4 * tpp * (1 - Real.cos kx) * (1 - Real.cos ky)) := by
  have hm := (eq_div_iff (sub_ne_zero.mpr hW)).mp (selfEnergy_emery t tpp D kx ky E hW).2
  simp only [oxygenHop] at hm
  have cx : Real.cos kx = 1 - 2 * Real.sin (kx / 2) ^ 2 := by linarith [one_sub_cos kx]
  have cy : Real.cos ky = 1 - 2 * Real.sin (ky / 2) ^ 2 := by linarith [one_sub_cos ky]
  rw [cx, cy]
  linear_combination hm
```

## Linear response to oxygen–oxygen hopping

Hold $E$ fixed with $W\neq0$, and write $\Sigma=N/M$ with $M=W^2-u^2$. At $t_{pp}=0$ we have $u=0$ and $\partial u/\partial t_{pp}=4s_xs_y$, so

$$N'=4t^2\cdot2\cdot4s_xs_y\cdot s_xs_y=32t^2s_x^2s_y^2,\qquad M'=-2uu'=0,\qquad M=W^2.$$

The quotient rule then gives

$$\left.\frac{\partial\Sigma}{\partial t_{pp}}\right|_{0}=\frac{N'}{M}=\frac{32t^2s_x^2s_y^2}{W^2}=\frac{8t^2}{(E+D)^2}(1-\cos k_x)(1-\cos k_y).$$

`HasDerivAt` states that the function is differentiable at the given point with the given derivative. In the proof, `hn` and `hd` differentiate numerator and denominator. The closed form needs $M\neq0$, which holds at $t_{pp}=0$ and, by continuity, for all small $t_{pp}$; this is `hden`. Agreement near the point is enough to transfer the derivative to the self-energy defined by partitioning.

The same argument covers unequal oxygen levels $-D_x$ and $-D_y$: with $W_x=E+D_x$ and $W_y=E+D_y$ both nonzero, $W^2$ in the derivative is replaced by $W_xW_y$.

```lean
/-- At any energy with `E + D ≠ 0`, the first-order response of the copper self-energy to
oxygen-oxygen hopping, taken at `tpp = 0`, is `(8t²/(E + D)²)(1 - cos kx)(1 - cos ky)`. -/
theorem hasDerivAt_selfEnergy (t D kx ky E : ℝ) (hE : E + D ≠ 0) :
    HasDerivAt (fun tpp => selfEnergy (emery t tpp D kx ky) E)
      (8 * t ^ 2 / (E + D) ^ 2 * (1 - Real.cos kx) * (1 - Real.cos ky)) 0 := by
  have h0 : oxygenHop 0 kx ky = 0 := by simp [oxygenHop]
  have hu : HasDerivAt (fun x => oxygenHop x kx ky)
      (4 * Real.sin (kx / 2) * Real.sin (ky / 2)) 0 :=
    ((((hasDerivAt_id' (0 : ℝ)).const_mul 4).mul_const (Real.sin (kx / 2))).mul_const
      (Real.sin (ky / 2))).congr_deriv (by ring)
  have hn := ((((hu.const_mul 2).mul_const (Real.sin (kx / 2))).mul_const
    (Real.sin (ky / 2))).const_add
      ((E + D) * (Real.sin (kx / 2) ^ 2 + Real.sin (ky / 2) ^ 2))).const_mul (4 * t ^ 2)
  -- the denominator is stationary at tpp = 0
  have hd : HasDerivAt (fun x => (E + D) ^ 2 - oxygenHop x kx ky ^ 2) 0 0 :=
    ((hu.fun_pow 2).const_sub ((E + D) ^ 2)).congr_deriv (by simp [h0])
  have hne : (E + D) ^ 2 - oxygenHop 0 kx ky ^ 2 ≠ 0 := by
    simpa [h0] using hE
  -- the closed form holds for all small tpp
  have hden : ∀ᶠ x in 𝓝 (0 : ℝ), (E + D) ^ 2 - oxygenHop x kx ky ^ 2 ≠ 0 :=
    hd.continuousAt.eventually_ne hne
  refine HasDerivAt.congr_of_eventuallyEq ((hn.fun_div hd hne).congr_deriv ?_)
    (hden.mono fun x hx => (selfEnergy_emery t x D kx ky E (sub_ne_zero.mp hx)).2)
  simp only [h0, mul_zero, sub_zero, ne_eq, OfNat.ofNat_ne_zero, not_false_eq_true, zero_pow]
  rw [one_sub_cos kx, one_sub_cos ky, div_mul_eq_mul_div, div_mul_eq_mul_div,
    div_eq_div_iff (pow_ne_zero 2 (pow_ne_zero 2 hE)) (pow_ne_zero 2 hE)]
  ring
```

At the copper level $E=0$ we have $W=D$, and the derivative becomes

$$\frac{8t^2}{D^2}(1-\cos k_x)(1-\cos k_y).$$

The theorem needs only $D\neq0$, which includes the usual case $D>0$. Multiplied out, the product contains $\cos k_x\cos k_y$, the dispersion of hopping between diagonal copper neighbours. In this non-interacting model, with the self-energy frozen at $E=0$, oxygen–oxygen hopping therefore generates such a term at first order. The derivative is taken at fixed energy, so it is not by itself the shift of a band, for which $E=\Sigma(E)$ must be solved again.

```lean
/-- At the copper level `E = 0` and for `D ≠ 0`, the derivative of the self-energy with respect
to `tpp` at `tpp = 0` is `(8t²/D²)(1 - cos kx)(1 - cos ky)`. -/
theorem hasDerivAt_selfEnergy_copper_level (t D kx ky : ℝ) (hD : D ≠ 0) :
    HasDerivAt (fun tpp => selfEnergy (emery t tpp D kx ky) 0)
      (8 * t ^ 2 / D ^ 2 * (1 - Real.cos kx) * (1 - Real.cos ky)) 0 := by
  have h := hasDerivAt_selfEnergy t D kx ky 0 (by rwa [zero_add])
  rwa [zero_add] at h

end

end EmeryDownfolding
```

```lean
#print axioms EmeryDownfolding.band_energy_iff
-- 'EmeryDownfolding.band_energy_iff' depends on axioms: [propext, Classical.choice, Quot.sound]
#print axioms EmeryDownfolding.selfEnergy_cos
-- 'EmeryDownfolding.selfEnergy_cos' depends on axioms: [propext, Classical.choice, Quot.sound]
#print axioms EmeryDownfolding.hasDerivAt_selfEnergy
-- 'EmeryDownfolding.hasDerivAt_selfEnergy' depends on axioms: [propext, Classical.choice, Quot.sound]
#print axioms EmeryDownfolding.hasDerivAt_selfEnergy_copper_level
-- 'EmeryDownfolding.hasDerivAt_selfEnergy_copper_level' depends on axioms: [propext, Classical.choice, Quot.sound]
```
